# A local density lower bound on the indirect repulsion energy for positive semidefinite interactions on a finite grid

Electrons on a lattice can avoid one another, and the Hartree energy of their density also counts each electron's repulsion with itself, so the mean repulsion can lie below the Hartree energy. How far below can it lie, if only the density is known?

```lean
import Mathlib

open Finset

namespace GridIndirectEnergyBound

noncomputable section

variable {X : Type*} [Fintype X] {N : ℕ} {v : X → X → ℝ}

/-- The Hartree energy `⟨f, v f⟩ / 2` of a charge distribution `f` on the grid. -/
def hartree (v : X → X → ℝ) (f : X → ℝ) : ℝ :=
  (1 / 2) * ∑ x, ∑ y, f x * v x y * f y

/-- The Hartree potential at `x` produced by the charge distribution `f`. -/
def hartreePotential (v : X → X → ℝ) (f : X → ℝ) (x : X) : ℝ :=
  ∑ y, v x y * f y

/-- The repulsion of electrons at positions `R`, each pair counted once. -/
def pairRepulsion (v : X → X → ℝ) (R : Fin N → X) : ℝ :=
  ∑ i, ∑ j, if i < j then v (R i) (R j) else 0

/-- For a symmetric interaction, the Hartree energy of a difference of two charge distributions
is the sum of their Hartree energies minus their mutual interaction. -/
theorem hartree_sub (hv : ∀ x y, v x y = v y x) (f n : X → ℝ) :
    hartree v (fun x => f x - n x) =
      hartree v f - ∑ x, f x * hartreePotential v n x + hartree v n := by
  have h1 : ∑ x, ∑ y, (f x - n x) * v x y * (f y - n y) =
      ∑ x, ∑ y, f x * v x y * f y - ∑ x, ∑ y, f x * v x y * n y
        - ∑ x, ∑ y, n x * v x y * f y + ∑ x, ∑ y, n x * v x y * n y := by
    simp only [← Finset.sum_sub_distrib, ← Finset.sum_add_distrib]
    exact sum_congr rfl fun x _ => sum_congr rfl fun y _ => by ring
  -- the two cross terms agree by symmetry
  have hc : ∑ x, ∑ y, n x * v x y * f y = ∑ x, ∑ y, f x * v x y * n y := by
    rw [Finset.sum_comm]
    exact sum_congr rfl fun x _ => sum_congr rfl fun y _ => by rw [hv x y]; ring
  have h2 : ∑ x, f x * ∑ y, v x y * n y = ∑ x, ∑ y, f x * v x y * n y := by
    simp only [Finset.mul_sum, mul_assoc]
  simp only [hartree, hartreePotential]
  rw [h1, hc, h2]
  ring

variable [DecidableEq X]

/-- The number of electrons at grid point `x` in the configuration `R`. -/
def occupation (R : Fin N → X) (x : X) : ℝ := ∑ i, if R i = x then 1 else 0

/-- The electron density: the occupation averaged with the weights `P`. -/
def density (P : (Fin N → X) → ℝ) (x : X) : ℝ := ∑ R, P R * occupation R x

/-- The deviation of the occupation in configuration `R` from the density. -/
def fluctuation (P : (Fin N → X) → ℝ) (R : Fin N → X) (x : X) : ℝ :=
  occupation R x - density P x

/-- The averaged pair repulsion minus the Hartree energy of the density. -/
def indirectEnergy (v : X → X → ℝ) (P : (Fin N → X) → ℝ) : ℝ :=
  ∑ R, P R * pairRepulsion v R - hartree v (density P)

/-- Summing a local quantity over the grid with the occupation as weight
is summing it over the electrons. -/
theorem sum_occupation (R : Fin N → X) (g : X → ℝ) :
    ∑ x, occupation R x * g x = ∑ i, g (R i) := by
  simp only [occupation, Finset.sum_mul]
  rw [Finset.sum_comm]
  exact sum_congr rfl fun i _ => by simp

/-- The average of a one-body quantity is determined by the density. -/
theorem density_average (P : (Fin N → X) → ℝ) (g : X → ℝ) :
    ∑ x, density P x * g x = ∑ R, P R * ∑ i, g (R i) := by
  simp only [density, Finset.sum_mul]
  rw [Finset.sum_comm]
  refine sum_congr rfl fun R _ => ?_
  rw [← sum_occupation R g, Finset.mul_sum]
  exact sum_congr rfl fun x _ => by ring

/-- For a symmetric interaction, the Hartree energy of one configuration is its pair repulsion
plus half the self-interaction of its electrons. -/
theorem hartree_occupation (hv : ∀ x y, v x y = v y x) (R : Fin N → X) :
    hartree v (occupation R) = pairRepulsion v R + (1 / 2) * ∑ i, v (R i) (R i) := by
  have h : ∑ x, ∑ y, occupation R x * v x y * occupation R y = ∑ i, ∑ j, v (R i) (R j) := by
    calc _ = ∑ x, occupation R x * ∑ y, occupation R y * v x y := by
          refine sum_congr rfl fun x _ => ?_
          rw [Finset.mul_sum]
          exact sum_congr rfl fun y _ => by ring
      _ = ∑ i, ∑ y, occupation R y * v (R i) y :=
          sum_occupation R (fun x => ∑ y, occupation R y * v x y)
      _ = _ := sum_congr rfl fun i _ => sum_occupation R (v (R i))
  have hs : ∑ i, ∑ j, (if j < i then v (R i) (R j) else 0) = pairRepulsion v R := by
    unfold pairRepulsion
    rw [Finset.sum_comm]
    exact sum_congr rfl fun i _ => sum_congr rfl fun j _ => by rw [hv (R i) (R j)]
  -- split the double sum into i < j, j < i and i = j
  have hsplit : ∀ i j, v (R i) (R j) = (if i < j then v (R i) (R j) else 0)
      + (if j < i then v (R i) (R j) else 0) + (if i = j then v (R i) (R j) else 0) := by
    intro i j
    rcases lt_trichotomy i j with h | h | h
    · simp [h, h.ne, not_lt_of_ge h.le]
    · subst h
      simp
    · simp [h, h.ne', not_lt_of_ge h.le]
  have htot : ∑ i, ∑ j, v (R i) (R j) =
      pairRepulsion v R + pairRepulsion v R + ∑ i, v (R i) (R i) := by
    rw [sum_congr rfl fun i _ => sum_congr rfl fun j _ => hsplit i j]
    simp only [Finset.sum_add_distrib]
    rw [hs]
    simp [pairRepulsion]
  unfold hartree
  rw [h, htot]
  ring

/-- For a symmetric interaction and weights summing to one, the indirect energy is the averaged
Hartree energy of the density fluctuations minus half the self-interaction of the density. -/
theorem indirectEnergy_eq (hv : ∀ x y, v x y = v y x) (P : (Fin N → X) → ℝ)
    (hP1 : ∑ R, P R = 1) :
    indirectEnergy v P = ∑ R, P R * hartree v (fluctuation P R)
      - (1 / 2) * ∑ x, density P x * v x x := by
  have hlin : ∑ R, P R * ∑ x, occupation R x * hartreePotential v (density P) x =
      2 * hartree v (density P) := by
    calc _ = ∑ R, P R * ∑ i, hartreePotential v (density P) (R i) :=
          sum_congr rfl fun R _ => by rw [sum_occupation R (hartreePotential v (density P))]
      _ = ∑ x, density P x * hartreePotential v (density P) x := (density_average P _).symm
      _ = _ := by
          simp only [hartree, hartreePotential, Finset.mul_sum]
          exact sum_congr rfl fun x _ => sum_congr rfl fun y _ => by ring
  -- mean energy of the fluctuations, as for a variance
  have hfl : ∑ R, P R * hartree v (fluctuation P R) =
      ∑ R, P R * hartree v (occupation R) - hartree v (density P) := by
    calc _ = ∑ R, (P R * hartree v (occupation R)
            - P R * ∑ x, occupation R x * hartreePotential v (density P) x
            + P R * hartree v (density P)) := by
          refine sum_congr rfl fun R _ => ?_
          show P R * hartree v (fun x => occupation R x - density P x) = _
          rw [hartree_sub hv (occupation R) (density P)]
          ring
      _ = _ := by
          rw [Finset.sum_add_distrib, Finset.sum_sub_distrib, ← Finset.sum_mul, hlin, hP1]
          ring
  have hocc : ∑ R, P R * hartree v (occupation R) =
      ∑ R, P R * pairRepulsion v R + (1 / 2) * ∑ R, P R * ∑ i, v (R i) (R i) := by
    rw [Finset.mul_sum, ← Finset.sum_add_distrib]
    exact sum_congr rfl fun R _ => by rw [hartree_occupation hv]; ring
  have hd : ∑ x, density P x * v x x = ∑ R, P R * ∑ i, v (R i) (R i) :=
    density_average P (fun x => v x x)
  unfold indirectEnergy
  linarith

/-- For a symmetric positive semidefinite interaction and any probability distribution of the
electron positions, the indirect energy is at least minus half the local self-interaction
of the density. -/
theorem local_density_bound (hv : ∀ x y, v x y = v y x) (hpos : ∀ f, 0 ≤ hartree v f)
    (P : (Fin N → X) → ℝ) (hP : ∀ R, 0 ≤ P R) (hP1 : ∑ R, P R = 1) :
    -(1 / 2) * ∑ x, density P x * v x x ≤ indirectEnergy v P := by
  have h : 0 ≤ ∑ R, P R * hartree v (fluctuation P R) :=
    sum_nonneg fun R _ => mul_nonneg (hP R) (hpos _)
  rw [indirectEnergy_eq hv P hP1]
  linarith

/-- For a symmetric positive semidefinite interaction and a probability distribution `P`, the
bound is an equality exactly when each configuration of nonzero probability has a density
fluctuation of zero Hartree energy. -/
theorem bound_eq_iff (hv : ∀ x y, v x y = v y x) (hpos : ∀ f, 0 ≤ hartree v f)
    (P : (Fin N → X) → ℝ) (hP : ∀ R, 0 ≤ P R) (hP1 : ∑ R, P R = 1) :
    indirectEnergy v P = -(1 / 2) * ∑ x, density P x * v x x ↔
      ∀ R, P R ≠ 0 → hartree v (fluctuation P R) = 0 := by
  rw [indirectEnergy_eq hv P hP1]
  constructor
  · intro h R hR
    have h0 : ∑ R, P R * hartree v (fluctuation P R) = 0 := by linarith
    have h1 := (Finset.sum_eq_zero_iff_of_nonneg
      (fun R _ => mul_nonneg (hP R) (hpos (fluctuation P R)))).mp h0 R (mem_univ R)
    exact (mul_eq_zero.mp h1).resolve_left hR
  · intro h
    have h0 : ∑ R, P R * hartree v (fluctuation P R) = 0 := by
      refine sum_eq_zero fun R _ => ?_
      by_cases hR : P R = 0
      · rw [hR, zero_mul]
      · rw [h R hR, mul_zero]
    linarith

/-- The distribution in which the electrons sit at the positions `R₀` with certainty. -/
def frozen (R₀ R : Fin N → X) : ℝ := if R = R₀ then 1 else 0

/-- For a symmetric interaction, the indirect energy of electrons frozen at definite positions
equals minus half the self-interaction of their density. -/
theorem frozen_attains_bound (hv : ∀ x y, v x y = v y x) (R₀ : Fin N → X) :
    indirectEnergy v (frozen R₀) = -(1 / 2) * ∑ x, density (frozen R₀) x * v x x := by
  have hd : density (frozen R₀) = occupation R₀ := by
    funext x
    simp [density, frozen]
  have hf : hartree v (fluctuation (frozen R₀) R₀) = 0 := by
    simp [hartree, fluctuation, hd]
  have h0 : ∑ R, frozen R₀ R * hartree v (fluctuation (frozen R₀) R) = 0 := by
    refine sum_eq_zero fun R _ => ?_
    by_cases h : R = R₀
    · rw [h, hf, mul_zero]
    · simp [frozen, h]
  rw [indirectEnergy_eq hv (frozen R₀) (by simp [frozen]), h0]
  ring

/-- If the on-site interaction of a symmetric positive semidefinite `v` is at most `c`, the
indirect energy of any probability distribution of `N` electrons is at least `-c N / 2`. -/
theorem particle_number_bound (hv : ∀ x y, v x y = v y x) (hpos : ∀ f, 0 ≤ hartree v f)
    (P : (Fin N → X) → ℝ) (hP : ∀ R, 0 ≤ P R) (hP1 : ∑ R, P R = 1)
    (c : ℝ) (hc : ∀ x, v x x ≤ c) : -(c * N / 2) ≤ indirectEnergy v P := by
  have hb := local_density_bound hv hpos P hP hP1
  have hd : ∑ x, density P x * v x x = ∑ R, P R * ∑ i, v (R i) (R i) :=
    density_average P (fun x => v x x)
  have hle : ∑ R, P R * ∑ i, v (R i) (R i) ≤ N * c := by
    calc _ ≤ ∑ R, P R * (N * c) := by
          refine sum_le_sum fun R _ => mul_le_mul_of_nonneg_left ?_ (hP R)
          calc _ ≤ ∑ _i : Fin N, c := sum_le_sum fun i _ => hc (R i)
            _ = N * c := by simp
      _ = N * c := by rw [← Finset.sum_mul, hP1, one_mul]
  linarith

/-- The interaction of a two-site extended Hubbard model: `U` on a site, `V` between sites. -/
def hubbardDimer (U V : ℝ) (x y : Fin 2) : ℝ := if x = y then U else V

/-- The extended Hubbard dimer interaction with `|V| ≤ U` is symmetric and positive
semidefinite. -/
theorem hubbardDimer_witness (U V : ℝ) (h : |V| ≤ U) :
    (∀ x y, hubbardDimer U V x y = hubbardDimer U V y x) ∧
      ∀ f, 0 ≤ hartree (hubbardDimer U V) f := by
  obtain ⟨h1, h2⟩ := abs_le.mp h
  refine ⟨fun x y => by simp only [hubbardDimer, eq_comm], fun f => ?_⟩
  -- diagonalise in the even and odd charge combinations
  have e : hartree (hubbardDimer U V) f =
      (U + V) / 4 * (f 0 + f 1) ^ 2 + (U - V) / 4 * (f 0 - f 1) ^ 2 := by
    have h01 : (0 : Fin 2) ≠ 1 := by decide
    simp only [hartree, hubbardDimer, Fin.sum_univ_two, h01, h01.symm, ↓reduceIte]
    ring
  rw [e]
  exact add_nonneg (mul_nonneg (by linarith) (sq_nonneg _))
    (mul_nonneg (by linarith) (sq_nonneg _))

end

end GridIndirectEnergyBound
```

```lean
#print axioms GridIndirectEnergyBound.local_density_bound
-- 'GridIndirectEnergyBound.local_density_bound' depends on axioms: [propext, Classical.choice, Quot.sound]
#print axioms GridIndirectEnergyBound.bound_eq_iff
-- 'GridIndirectEnergyBound.bound_eq_iff' depends on axioms: [propext, Classical.choice, Quot.sound]
#print axioms GridIndirectEnergyBound.frozen_attains_bound
-- 'GridIndirectEnergyBound.frozen_attains_bound' depends on axioms: [propext, Classical.choice, Quot.sound]
#print axioms GridIndirectEnergyBound.particle_number_bound
-- 'GridIndirectEnergyBound.particle_number_bound' depends on axioms: [propext, Classical.choice, Quot.sound]
```

## The bound and its quantities

A configuration R places electron i at grid point R_i. Its probability is P(R), its occupation n_R(x) counts the electrons at x, and the density n(x) is the average of n_R(x). Write W(R) for the repulsion with each pair counted once, and

H[f] = ½ ∑_{x,y} f(x) v(x,y) f(y)

for the Hartree energy. The indirect energy is

I = ∑_R P(R) W(R) − H[n],

and `local_density_bound` states that

I ≥ −½ ∑_x n(x) v(x,x).

In Lean these quantities are `occupation`, `density`, `pairRepulsion`, `hartree` and `indirectEnergy`. The hypotheses `hP` and `hP1` make `P` a probability distribution, `hv` makes the interaction symmetric, and `hpos` says that no real charge distribution has negative electrostatic energy. This positivity is assumed for a general `v`; `hubbardDimer_witness` derives it for two sites with on-site repulsion U and intersite coupling V, provided |V| ≤ U.

For a normalised wavefunction, P is its squared modulus summed over spins. The proof uses neither the antisymmetry of the wavefunction nor the exchange symmetry of P that follows from it.

When P comes from the interacting ground state with density n, I is the interaction part of the exchange-correlation energy of n, provided that H[n] as defined here, with its full on-site term ½ v(x,x) n(x)², is the Hartree energy that is split off; the kinetic part does not enter. For lattice density functionals on a finite grid with such a v, the bound gives a floor below which no exact value of I can fall. It is linear in the density, unlike the Lieb–Oxford bound with its n^(4/3), and its coefficient v(x,x) diverges when a Coulomb interaction is resolved on ever finer grids.

## Fluctuations carry a nonnegative energy

Summing any function g over the grid with weight n_R is the same as summing it over the electrons (`sum_occupation`):

∑_x n_R(x) g(x) = ∑_i g(R_i).

Using this twice turns H[n_R] into half a double sum over electrons. The terms i < j and j < i are equal by symmetry, and the terms i = j remain:

H[n_R] = ½ ∑_{i,j} v(R_i,R_j) = W(R) + ½ ∑_i v(R_i,R_i).

This is `hartree_occupation`, where `hsplit` makes the three-way split.

Now let φ(x) = ∑_y v(x,y) n(y) be the Hartree potential of the density. Expanding the energy of the fluctuation n_R − n, with the two cross terms equal by symmetry (`hartree_sub`), gives

H[n_R − n] = H[n_R] − ∑_x n_R(x) φ(x) + H[n].

On averaging, the middle sum becomes ∑_x n(x) φ(x) = 2H[n], by `density_average`. Since the probabilities sum to one,

∑_R P(R) H[n_R − n] = ∑_R P(R) H[n_R] − H[n].

These are the steps `hlin` and `hfl` in `indirectEnergy_eq`. Inserting the formula for H[n_R], and averaging its self-interaction to ½ ∑_x n(x) v(x,x), yields the identity

I = ∑_R P(R) H[n_R − n] − ½ ∑_x n(x) v(x,x).

The first sum is nonnegative term by term, which proves the bound.

## Equality and a bound by electron number

A sum of nonnegative terms vanishes only if each term does. Hence `bound_eq_iff`: equality holds exactly when every configuration with P(R) ≠ 0 has H[n_R − n] = 0. Electrons frozen at definite positions have no fluctuation, so equality holds for them (`frozen_attains_bound`). The theorem gives each labelled electron its own position. For identical electrons the probability is shared among the permutations of these positions, which all have the same occupation, so the fluctuation is still zero and equality still holds. This equality does not use positivity of v, but without positivity the right-hand side need not be a lower bound for other distributions.

If v(x,x) ≤ c at every point, the sum ∑_x n(x) v(x,x) is at most cN for N electrons, so I ≥ −cN/2 (`particle_number_bound`).

## Two electrons on a dimer

Take U = 4, V = 1 and density (1, 1). The Hartree energy is ½(4 + 1 + 1 + 4) = 5 and the bound is −½(4 + 4) = −4.

If the electrons always sit on different sites, the repulsion is 1 and I = 1 − 5 = −4, which attains the bound. If both occupy the bonding orbital, the four configurations have probability ¼ each. The mean repulsion is (4 + 4 + 1 + 1)/4 = 2.5, so I = −2.5.

The identity accounts for the difference. The doubly occupied configurations have fluctuations (1, −1) and (−1, 1), each with Hartree energy ½(4 − 1 − 1 + 4) = 3. They occur with total probability ½ and contribute 1.5, and −4 + 1.5 = −2.5.

The file obtains positivity for the dimer by writing H[f] as

(U + V)/4 · (f(0) + f(1))² + (U − V)/4 · (f(0) − f(1))²,

where both coefficients are nonnegative because |V| ≤ U.
